# Orthonormal frames satisfying the Lagrange condition of the Brockett cost with distinct nonzero weights are exactly the eigenvector frames

Take \(A=\mathrm{diag}(E_0,E_1)\), two weights \(w_0,w_1\), and the orthonormal pair \(x_0=(\cos t,\sin t)\), \(x_1=(-\sin t,\cos t)\). I get
\[ w_0\,x_0\cdot Ax_0+w_1\,x_1\cdot Ax_1=w_0E_0+w_1E_1+(w_0-w_1)(E_1-E_0)\sin^2 t . \]
With equal weights the angle drops out. With different weights and \(E_0\ne E_1\) the sum is stationary only at \(\sin 2t=0\), where both vectors are eigenvectors. I believe this generalises to a real symmetric \(n\times n\) matrix \(A\), an \(n\times p\) matrix \(X\) with \(X^TX=1\), and the cost \(\mathrm{tr}(X^TAXN)\) with \(N=\mathrm{diag}(w)\): for distinct nonzero weights the Lagrange condition should force every column to be an eigenvector, and the \(\sin^2t\) law should hold for any two columns. Can this be made rigorous and machine-checked?

## From the Lagrange condition to eigenvectors

Yes, with the Lagrange condition taken as the definition of stationarity. Write \(x_a\) for the columns of \(X\), \(M_{ab}=x_a\cdot Ax_b=(X^TAX)_{ab}\) and \(E_a=M_{aa}\). Symmetry of \(A\) gives \(M_{ab}=M_{ba}\), and the cost is \(f(X)=\sum_a w_aE_a\). Varying \(f(X)-\mathrm{tr}\,S(X^TX-1)\) in \(X\), with a symmetric \(p\times p\) multiplier matrix \(S\), gives
\[ AXN=XS . \]
Multiplying from the left by \(X^T\) and using \(X^TX=1\) gives \(S_{ab}=M_{ab}w_b\). Then \(S_{ij}=S_{ji}\) reads \(M_{ij}w_j=M_{ij}w_i\), so for any weights
\[ (w_i-w_j)M_{ij}=0 . \]
Distinct weights make \(M_{aj}=0\) for \(a\neq j\). Column \(j\) of the condition becomes
\[ w_j\,Ax_j=\sum_a x_aM_{aj}w_j=E_jw_j\,x_j , \]
and \(w_j\ne0\) cancels, leaving \(Ax_j=E_jx_j\). The vector is nonzero because \(x_j\cdot x_j=1\). Conversely, if \(Ax_j=E_jx_j\) for all \(j\), then \(S=\mathrm{diag}(E_jw_j)\) is symmetric and satisfies the condition.

## Rotating two columns

For \(i\ne j\), \(c=\cos t\) and \(s=\sin t\), set \(x_i'=cx_i+sx_j\) and \(x_j'=-sx_i+cx_j\), and keep the other columns. Orthonormality survives: \(x_i'\cdot x_i'=x_j'\cdot x_j'=c^2+s^2=1\), \(x_i'\cdot x_j'=-cs+sc=0\), and both new columns are orthogonal to every untouched one. The new energies are
\[ E_i'=c^2E_i+2cs\,M_{ij}+s^2E_j,\qquad E_j'=s^2E_i-2cs\,M_{ij}+c^2E_j . \]
With \(c^2=1-s^2\) and \(2cs=\sin2t\) one finds \(E_i'-E_i=-(E_j'-E_j)=(E_j-E_i)s^2+M_{ij}\sin 2t\). For the rotated matrix \(X'\) this gives
\[ f(X')-f(X)=(w_i-w_j)\left[(E_j-E_i)\sin^2t+M_{ij}\sin2t\right]. \]
At a stationary orthonormal frame \((w_i-w_j)M_{ij}=0\) removes the second term, whatever the weights. If moreover \(w_j<w_i\) and \(E_j<E_i\), the change is negative whenever \(\sin t\neq0\), so a stationary frame with the larger weight on the larger energy can be lowered by an arbitrarily small rotation.

For non-interacting electrons with a fixed real Hamiltonian \(A\) in a finite orthonormal basis, the columns are orbitals, the weights play the part of occupation numbers, and \(f\) is the occupation-weighted sum of orbital energies. Distinct nonzero weights stand for occupied orbitals that are all weighted differently, and at a stationary frame each individual orbital is then an eigenvector, whereas equal nonzero weights only make the span of the orbitals invariant under \(A\). The condition does not fix which eigenvectors appear or in which column each one stands, nor their signs, nor, for a degenerate eigenvalue, the choice of orthonormal vectors within its eigenspace. The theorem also covers weights that are negative or exceed the Pauli limit, and these have no reading as occupation numbers.

## What the Lean statements say

The finite types `n` and `p` label basis functions and columns. No relation between their sizes is assumed, though orthonormal columns cannot outnumber the basis functions. A single column is allowed, in which case distinctness is automatic. `column X j` is \(x_j\), `OnStiefel X` is `Xᵀ * X = 1`, `brockett A w X` is \(f(X)\), `coupling A X a b` is \(M_{ab}\) and `energy A X a` is \(E_a\). The energy is not divided by \(x_a\cdot x_a\), so it is the Rayleigh quotient on orthonormal frames. `rotate X i j t` fixes the sign convention above. `Stationary A w X` says that some symmetric `S` has `A * X * diagonal w = X * S`; its identification with a vanishing constrained gradient is the variational step above, which enters as a definition and is not derived. `IsEigenvector A μ v` means `v ≠ 0 ∧ A *ᵥ v = μ • v`.

The main theorem `stationary_iff_eigenvectors` assumes `A.IsSymm`, `Function.Injective w` (distinct weights), `∀ j, w j ≠ 0` and `OnStiefel X`, and states that stationarity holds exactly when each \(x_j\) is an eigenvector with eigenvalue \(E_j\). The weights may have either sign and \(A\) may be degenerate. `rotate_onStiefel` keeps \(X'\) on the constraint set. `brockett_rotate` is the two-term formula for symmetric \(A\) and arbitrary \(X\), orthonormal or not. `brockett_rotate_of_stationary` is the \(\sin^2t\) law and `brockett_rotate_lt` the strict decrease. Both assume that \(A\) is symmetric, as does `weight_gap_mul_coupling`, although the docstrings of these three do not repeat it.

Everything is real and finite-dimensional, with \(A\) independent of \(X\), so complex orbitals, an overlap matrix and self-consistent fields are not treated. The global minimiser is not identified, rotations out of the span of \(X\) do not appear, and no algorithm is analysed.

```lean
import Mathlib

open Matrix

namespace BrockettCost

noncomputable section

variable {n p : Type*} [Fintype n] [Fintype p] [DecidableEq p]

/-- The `j`-th column `x_j` of the frame `X`. -/
def column (X : Matrix n p ℝ) (j : p) : n → ℝ := fun k => X k j

/-- The Stiefel constraint `Xᵀ X = 1`: the columns of `X` are orthonormal. -/
def OnStiefel (X : Matrix n p ℝ) : Prop := Xᵀ * X = 1

/-- The Brockett cost `tr (Xᵀ A X N)` with `N` the diagonal matrix of weights `w`. -/
def brockett (A : Matrix n n ℝ) (w : p → ℝ) (X : Matrix n p ℝ) : ℝ :=
  trace (Xᵀ * A * X * diagonal w)

/-- The matrix element `x_a · A x_b` between two columns. -/
def coupling (A : Matrix n n ℝ) (X : Matrix n p ℝ) (a b : p) : ℝ :=
  column X a ⬝ᵥ A *ᵥ column X b

/-- The column energy `E_a = x_a · A x_a`. -/
def energy (A : Matrix n n ℝ) (X : Matrix n p ℝ) (a : p) : ℝ := coupling A X a a

/-- The Lagrange condition `A X N = X S` with a symmetric multiplier matrix `S`. -/
def Stationary (A : Matrix n n ℝ) (w : p → ℝ) (X : Matrix n p ℝ) : Prop :=
  ∃ S : Matrix p p ℝ, S.IsSymm ∧ A * X * diagonal w = X * S

/-- `v` is a nonzero vector with `A v = μ v`. -/
def IsEigenvector (A : Matrix n n ℝ) (μ : ℝ) (v : n → ℝ) : Prop :=
  v ≠ 0 ∧ A *ᵥ v = μ • v

/-- The frame obtained by rotating columns `i` and `j` into each other by the angle `t`. -/
def rotate (X : Matrix n p ℝ) (i j : p) (t : ℝ) : Matrix n p ℝ :=
  Matrix.of fun k l =>
    if l = i then Real.cos t * X k i + Real.sin t * X k j
    else if l = j then (-Real.sin t) * X k i + Real.cos t * X k j
    else X k l

omit [Fintype p] [DecidableEq p] in
/-- The entries of the projected matrix `Xᵀ A X` are the matrix elements `x_a · A x_b`. -/
theorem projected_apply (A : Matrix n n ℝ) (X : Matrix n p ℝ) (a b : p) :
    (Xᵀ * A * X) a b = coupling A X a b := by
  rw [Matrix.mul_assoc]
  simp only [mul_apply, transpose_apply, coupling, dotProduct, mulVec, column]

omit [Fintype p] [DecidableEq p] in
/-- For symmetric `A` the matrix elements obey `x_a · A x_b = x_b · A x_a`. -/
theorem coupling_symm {A : Matrix n n ℝ} (hA : A.IsSymm) (X : Matrix n p ℝ) (a b : p) :
    coupling A X a b = coupling A X b a := by
  unfold coupling
  rw [Matrix.dotProduct_mulVec, ← Matrix.mulVec_transpose, hA.eq, dotProduct_comm]

/-- At a stationary orthonormal frame `(w_i - w_j) x_i · A x_j = 0`, for any weights. -/
theorem weight_gap_mul_coupling {A : Matrix n n ℝ} (hA : A.IsSymm) {w : p → ℝ}
    {X : Matrix n p ℝ} (hX : OnStiefel X) (h : Stationary A w X) (i j : p) :
    (w i - w j) * coupling A X i j = 0 := by
  obtain ⟨S, hSymm, hS⟩ := h
  have hX' : Xᵀ * X = 1 := hX
  -- projecting on the frame identifies the multiplier: S = Xᵀ A X N
  have hM : Xᵀ * A * X * diagonal w = S := by
    rw [Matrix.mul_assoc Xᵀ A X, Matrix.mul_assoc, hS, ← Matrix.mul_assoc, hX', Matrix.one_mul]
  have hE : ∀ a b, coupling A X a b * w b = S a b := fun a b => by
    rw [← hM, mul_diagonal, projected_apply]
  have h1 := hE i j
  have h2 := hE j i
  have h3 : S j i = S i j := hSymm.apply i j
  rw [coupling_symm hA X j i] at h2
  linear_combination h2 - h1 + h3

/-- For symmetric `A`, an orthonormal frame and distinct nonzero weights, `A X N = X S` holds
with some symmetric `S` exactly when every column `x_j` is an eigenvector of `A` with
eigenvalue `E_j`. -/
theorem stationary_iff_eigenvectors {A : Matrix n n ℝ} (hA : A.IsSymm) {w : p → ℝ}
    (hw : Function.Injective w) (hw0 : ∀ j, w j ≠ 0) {X : Matrix n p ℝ} (hX : OnStiefel X) :
    Stationary A w X ↔ ∀ j, IsEigenvector A (energy A X j) (column X j) := by
  have hX' : Xᵀ * X = 1 := hX
  have h3 : ∀ k j, (A * X) k j = (A *ᵥ column X j) k := fun k j => by
    simp only [mul_apply, mulVec, dotProduct, column]
  constructor
  · intro h j
    -- distinct weights make the projected matrix diagonal
    have hoff : ∀ a, a ≠ j → coupling A X a j = 0 := fun a ha =>
      (mul_eq_zero.1 (weight_gap_mul_coupling hA hX h a j)).resolve_left
        (sub_ne_zero.2 (hw.ne ha))
    obtain ⟨S, -, hS⟩ := h
    have hM : Xᵀ * A * X * diagonal w = S := by
      rw [Matrix.mul_assoc Xᵀ A X, Matrix.mul_assoc, hS, ← Matrix.mul_assoc, hX',
        Matrix.one_mul]
    have hE : ∀ a, S a j = coupling A X a j * w j := fun a => by
      rw [← hM, mul_diagonal, projected_apply]
    constructor
    · intro h0
      have g : column X j ⬝ᵥ column X j = (Xᵀ * X) j j := by
        simp only [mul_apply, transpose_apply, column, dotProduct]
      rw [h0, hX'] at g
      simp at g
    · funext k
      have h2 : (X * S) k j = X k j * (coupling A X j j * w j) := by
        rw [mul_apply, Finset.sum_eq_single j, hE]
        · intro a _ ha
          rw [hE, hoff a ha]
          simp
        · simp
      have h1 : (A * X * diagonal w) k j = (X * S) k j := by rw [hS]
      rw [mul_diagonal, h2, h3] at h1
      -- the nonzero weight cancels
      show (A *ᵥ column X j) k = coupling A X j j * X k j
      apply mul_right_cancel₀ (hw0 j)
      linear_combination h1
  · intro h
    refine ⟨diagonal fun j => energy A X j * w j, isSymm_diagonal _, ?_⟩
    ext k j
    have h4 : (A * X) k j = energy A X j * X k j := (h3 k j).trans (congrFun (h j).2 k)
    simp only [mul_diagonal]
    rw [h4]
    ring

omit [Fintype n] [Fintype p] in
/-- The rotated frame has columns `cos t x_i + sin t x_j` at `i`, `-sin t x_i + cos t x_j`
at `j`, and the old columns elsewhere. -/
theorem column_rotate (X : Matrix n p ℝ) (i j : p) (t : ℝ) (l : p) :
    column (rotate X i j t) l =
      if l = i then Real.cos t • column X i + Real.sin t • column X j
      else if l = j then (-Real.sin t) • column X i + Real.cos t • column X j
      else column X l := by
  funext k
  show rotate X i j t k l = _
  unfold rotate
  rw [Matrix.of_apply]
  split_ifs <;> rfl

/-- Rotating two different columns keeps the frame orthonormal. -/
theorem rotate_onStiefel {X : Matrix n p ℝ} (hX : OnStiefel X) {i j : p} (hij : i ≠ j)
    (t : ℝ) : OnStiefel (rotate X i j t) := by
  have hX' : Xᵀ * X = 1 := hX
  have gram : ∀ (Y : Matrix n p ℝ) (a b : p), (Yᵀ * Y) a b = column Y a ⬝ᵥ column Y b :=
    fun _ _ _ => by simp only [mul_apply, transpose_apply, column, dotProduct]
  have h : ∀ a b, column X a ⬝ᵥ column X b = if a = b then 1 else 0 := fun a b => by
    rw [← gram, hX', one_apply]
  have hji := hij.symm
  have tri : ∀ a, a = i ∨ a = j ∨ (a ≠ i ∧ a ≠ j ∧ i ≠ a ∧ j ≠ a) := fun a => by
    by_cases h1 : a = i
    · exact Or.inl h1
    · by_cases h2 : a = j
      · exact Or.inr (Or.inl h2)
      · exact Or.inr (Or.inr ⟨h1, h2, Ne.symm h1, Ne.symm h2⟩)
  show (rotate X i j t)ᵀ * rotate X i j t = 1
  ext a b
  rw [gram, one_apply, column_rotate, column_rotate]
  have ta := tri a
  have tb := tri b
  clear tri gram hX hX'
  rcases ta with ha | ha | ⟨ha, ha1, ha2, ha3⟩ <;> rcases tb with hb | hb | ⟨hb, hb1, hb2, hb3⟩
  all_goals
    (simp [*, add_dotProduct, dotProduct_add, smul_dotProduct, dotProduct_smul] <;>
      first | ring1 | linarith [Real.sin_sq_add_cos_sq t])

/-- For symmetric `A` and any `X`, rotating columns `i ≠ j` by `t` changes the cost by
`(w_i - w_j) ((E_j - E_i) sin² t + (x_i · A x_j) sin 2t)`. -/
theorem brockett_rotate {A : Matrix n n ℝ} (hA : A.IsSymm) (w : p → ℝ) (X : Matrix n p ℝ)
    {i j : p} (hij : i ≠ j) (t : ℝ) :
    brockett A w (rotate X i j t) - brockett A w X =
      (w i - w j) * ((energy A X j - energy A X i) * Real.sin t ^ 2
        + coupling A X i j * Real.sin (2 * t)) := by
  -- the cost is the weighted sum of column energies
  have hsum : ∀ Y : Matrix n p ℝ, brockett A w Y = ∑ l, coupling A Y l l * w l := fun Y => by
    simp only [brockett, trace, diag_apply, mul_diagonal, projected_apply]
  have ci : column (rotate X i j t) i = Real.cos t • column X i + Real.sin t • column X j := by
    rw [column_rotate, if_pos rfl]
  have cj : column (rotate X i j t) j
      = (-Real.sin t) • column X i + Real.cos t • column X j := by
    rw [column_rotate, if_neg hij.symm, if_pos rfl]
  have hs := coupling_symm hA X i j
  -- only the terms i and j change
  rw [hsum, hsum, ← Finset.sum_sub_distrib, Fintype.sum_eq_add i j hij, Real.sin_two_mul]
  · unfold coupling at hs
    simp only [energy, coupling, ci, cj, Matrix.mulVec_add, Matrix.mulVec_smul, add_dotProduct,
      dotProduct_add, smul_dotProduct, dotProduct_smul, smul_eq_mul]
    linear_combination
      (w i * (column X i ⬝ᵥ A *ᵥ column X i) + w j * (column X j ⬝ᵥ A *ᵥ column X j))
          * Real.sin_sq_add_cos_sq t
        - (w i - w j) * Real.cos t * Real.sin t * hs
  · rintro l ⟨h1, h2⟩
    simp only [coupling, column_rotate, if_neg h1, if_neg h2, sub_self]

/-- At a stationary orthonormal frame, rotating columns `i ≠ j` by `t` changes the cost by
`(w_i - w_j) (E_j - E_i) sin² t`, for any weights. -/
theorem brockett_rotate_of_stationary {A : Matrix n n ℝ} (hA : A.IsSymm) {w : p → ℝ}
    {X : Matrix n p ℝ} (hX : OnStiefel X) (h : Stationary A w X) {i j : p} (hij : i ≠ j)
    (t : ℝ) :
    brockett A w (rotate X i j t) - brockett A w X =
      (w i - w j) * (energy A X j - energy A X i) * Real.sin t ^ 2 := by
  rw [brockett_rotate hA w X hij t]
  linear_combination Real.sin (2 * t) * weight_gap_mul_coupling hA hX h i j

/-- At a stationary orthonormal frame where the larger weight `w_i` sits on the larger energy
`E_i`, every rotation of columns `i, j` with `sin t ≠ 0` strictly lowers the cost. -/
theorem brockett_rotate_lt {A : Matrix n n ℝ} (hA : A.IsSymm) {w : p → ℝ}
    {X : Matrix n p ℝ} (hX : OnStiefel X) (h : Stationary A w X) {i j : p} (hw : w j < w i)
    (hE : energy A X j < energy A X i) {t : ℝ} (ht : Real.sin t ≠ 0) :
    brockett A w (rotate X i j t) < brockett A w X := by
  have hij : i ≠ j := fun e => by
    rw [e] at hw
    exact lt_irrefl _ hw
  have key := brockett_rotate_of_stationary hA hX h hij t
  have hpos : 0 < (w i - w j) * (energy A X i - energy A X j) * Real.sin t ^ 2 :=
    mul_pos (mul_pos (sub_pos.2 hw) (sub_pos.2 hE)) (by positivity)
  linarith

/-- A non-diagonal symmetric 3×3 matrix. -/
def witnessA : Matrix (Fin 3) (Fin 3) ℝ := !![41, -12, 0; -12, 34, 0; 0, 0, 7]

/-- A frame of two columns in three dimensions. -/
def witnessX : Matrix (Fin 3) (Fin 2) ℝ := !![3 / 5, -4 / 5; 4 / 5, 3 / 5; 0, 0]

/-- The weights 1 and 3. -/
def witnessW : Fin 2 → ℝ := ![1, 3]

/-- `witnessA` is symmetric, `witnessX` is orthonormal, the weights `witnessW` are distinct
and nonzero, and the frame is stationary. -/
theorem stationary_witness :
    witnessA.IsSymm ∧ OnStiefel witnessX ∧ Function.Injective witnessW ∧
      (∀ j, witnessW j ≠ 0) ∧ Stationary witnessA witnessW witnessX := by
  refine ⟨?_, ?_, ?_, ?_, !![25, 0; 0, 150], ?_, ?_⟩
  · show witnessAᵀ = witnessA
    ext i j
    fin_cases i <;> fin_cases j <;> simp [witnessA]
  · show witnessXᵀ * witnessX = 1
    ext i j
    fin_cases i <;> fin_cases j <;>
      simp [witnessX, Matrix.mul_apply, Fin.sum_univ_succ] <;> norm_num
  · intro a b h
    fin_cases a <;> fin_cases b <;>
      first | rfl | simp [witnessW] at h
  · intro j
    fin_cases j <;> simp [witnessW]
  · show (!![25, 0; 0, 150] : Matrix (Fin 2) (Fin 2) ℝ)ᵀ = !![25, 0; 0, 150]
    ext i j
    fin_cases i <;> fin_cases j <;> simp
  · ext i j
    rw [mul_diagonal]
    fin_cases i <;> fin_cases j <;>
      simp [witnessA, witnessX, witnessW, Matrix.mul_apply, Fin.sum_univ_succ] <;> norm_num

end

end BrockettCost
```

```lean
#print axioms BrockettCost.stationary_iff_eigenvectors
-- 'BrockettCost.stationary_iff_eigenvectors' depends on axioms: [propext, Classical.choice, Quot.sound]
#print axioms BrockettCost.rotate_onStiefel
-- 'BrockettCost.rotate_onStiefel' depends on axioms: [propext, Classical.choice, Quot.sound]
#print axioms BrockettCost.brockett_rotate_lt
-- 'BrockettCost.brockett_rotate_lt' depends on axioms: [propext, Classical.choice, Quot.sound]
```

## How the tactics follow the algebra

`projected_apply` unfolds the matrix product to \((X^TAX)_{ab}=M_{ab}\), and `coupling_symm` moves \(A\) across the dot product using `hA.eq`. In `weight_gap_mul_coupling`, `hM` is the multiplication by \(X^T\) and `hE` reads off \(S_{ab}=M_{ab}w_b\). With `h1` as \(M_{ij}w_j=S_{ij}\), `h2` as \(M_{ij}w_i=S_{ji}\) and `h3` as \(S_{ji}=S_{ij}\), the step `linear_combination h2 - h1 + h3` is the subtraction that yields the weight-gap identity.

In the forward direction of the main theorem, `hoff` uses injectivity to discard the factor \(w_a-w_j\). A zero column would turn `g` into \(0=1\). `Finset.sum_eq_single j` collapses \(\sum_a X_{ka}S_{aj}\), for row index \(k\), to its \(j\) term, and `mul_right_cancel₀ (hw0 j)` divides out \(w_j\). The backward direction supplies `diagonal fun j => energy A X j * w j` and compares entries.

`column_rotate` gives the rotated columns as vectors. `rotate_onStiefel` sorts each index into \(i\), \(j\) or neither and checks the nine resulting dot products by bilinearity and `Real.sin_sq_add_cos_sq t`. In `brockett_rotate`, `hsum` is \(f=\sum_a w_aE_a\), `Fintype.sum_eq_add` keeps the terms \(i\) and \(j\), and the closing `linear_combination` uses \(s^2+c^2=1\) with coefficient \(w_iE_i+w_jE_j\) and the symmetry `hs` to merge the cross terms. `brockett_rotate_of_stationary` adds \(\sin2t\) times the weight-gap identity, and `brockett_rotate_lt` shows in `hpos` that the negated change is a product of three positive factors.

`stationary_witness` verifies the hypotheses of the main theorem, and stationarity, for the non-diagonal \(3\times3\) matrix `witnessA`, the columns \(x_0=(3/5,4/5,0)\), \(x_1=(-4/5,3/5,0)\), the weights \(w_0=1\), \(w_1=3\) and \(S=\mathrm{diag}(25,150)\). This is a purely numerical example: the weight \(3\) is not an admissible occupation number.

## A stationary frame that can be lowered, and two failures of the eigenvector claim

The numbers that follow are plain arithmetic and correspond to no theorem in the file. The witness has \(E_0=25\), \(E_1=50\) and cost \(175\). Its larger weight sits on the larger energy, so the rotation changes the cost by \(-50\sin^2t\), and the frame also misses the lowest eigenvalue \(7\).

For equal weights take \(A=\mathrm{diag}(1,2)\), \(w_0=w_1=1\), \(x_0=(1,1)/\sqrt2\), \(x_1=(-1,1)/\sqrt2\). Here \(X\) is square, so \(XX^T=1\), and the symmetric matrix \(S=X^TAX\) gives \(XS=AX=AXN\). Yet \(Ax_0=(1,2)/\sqrt2\) is not parallel to \(x_0\).

For a zero weight keep the same \(A\) and the single column \(x_0=(1,1)/\sqrt2\) with \(w_0=0\). Distinctness holds trivially, \(S=0\) makes both sides vanish, and \(x_0\) is again no eigenvector.
